# On a ring of N = LM sites, the comb of spacing L transforms to M times the comb of spacing M

The sites of a periodic chain are modelled here as the elements of `ZMod N`, the integers modulo a positive $N$, and a comb of spacing $L$ is the signal that is one where $L$ divides the site index in that ring and zero elsewhere. The wave numbers are labelled by the same ring, so a lattice and its reciprocal lattice are sets of the same kind. The transform is the discrete Fourier sum over the sites with no prefactor, and the factor $M$ in the title belongs to this convention.

```lean
import Mathlib

open scoped Classical

namespace DiracComb

noncomputable section

variable {N L M : ℕ} [NeZero N]

/-- The Fourier kernel `exp(-2πi k x / N)` on a ring of `N` sites. -/
def phase (k x : ZMod N) : ℂ :=
  Complex.exp (-(2 * Real.pi * Complex.I * (k.val : ℂ) * (x.val : ℂ) / (N : ℂ)))

/-- The unnormalised discrete Fourier transform of a signal on `N` sites. -/
def dft (f : ZMod N → ℂ) (k : ZMod N) : ℂ := ∑ x, phase k x * f x

/-- The Dirac comb: one on the multiples of `L` in `ZMod N`, zero elsewhere. -/
def comb (N L : ℕ) (x : ZMod N) : ℂ := if (L : ZMod N) ∣ x then 1 else 0

/-- The set of sites at which a signal does not vanish. -/
def supp (f : ZMod N → ℂ) : Finset (ZMod N) := Finset.univ.filter fun x => f x ≠ 0

/-- The Fourier kernel is the standard additive character of `ZMod N` at `-k x`. -/
theorem phase_eq (k x : ZMod N) : phase k x = ZMod.stdAddChar (-(k * x)) := by
  have e : ((-((k.val : ℤ) * (x.val : ℤ)) : ℤ) : ZMod N) = -(k * x) := by
    rw [Int.cast_neg, Int.cast_mul, Int.cast_natCast, Int.cast_natCast,
      ZMod.natCast_zmod_val, ZMod.natCast_zmod_val]
  rw [← e, ZMod.stdAddChar_coe, phase]
  congr 1
  rw [Int.cast_neg, Int.cast_mul, Int.cast_natCast, Int.cast_natCast]
  ring

/-- Reciprocal lattice condition: for `N = L M`, a wave number is a multiple of `M` exactly
when its plane wave has phase one at every multiple of `L`. -/
theorem mem_reciprocal_iff (h : N = L * M) (k : ZMod N) :
    (M : ZMod N) ∣ k ↔ ∀ x : ZMod N, (L : ZMod N) ∣ x → phase k x = 1 := by
  have h0 : (L : ZMod N) * (M : ZMod N) = 0 := by
    rw [← Nat.cast_mul, ← h, ZMod.natCast_self]
  have hL : 0 < L := Nat.pos_of_ne_zero fun h' =>
    NeZero.ne N (by rw [h, h', zero_mul])
  constructor
  · rintro ⟨c, rfl⟩ x ⟨d, rfl⟩
    have e : -((M : ZMod N) * c * ((L : ZMod N) * d)) = 0 := by
      linear_combination -(c * d) * h0
    rw [phase_eq, e, AddChar.map_zero_eq_one]
  · intro hk
    -- phase one at the site `L` forces `k L = 0` modulo `N`
    have h1 : -(k * (L : ZMod N)) = 0 := ZMod.injective_stdAddChar (by
      rw [← phase_eq, hk _ dvd_rfl, AddChar.map_zero_eq_one])
    have h2 : ((k.val * L : ℕ) : ZMod N) = 0 := by
      rw [Nat.cast_mul, ZMod.natCast_zmod_val]
      exact neg_eq_zero.1 h1
    rw [ZMod.natCast_eq_zero_iff] at h2
    obtain ⟨c, hc⟩ := h2
    have h3 : k.val = M * c := Nat.eq_of_mul_eq_mul_left hL (by
      rw [mul_comm, hc, ← mul_assoc, ← h])
    exact ⟨(c : ZMod N), by rw [← ZMod.natCast_zmod_val k, h3, Nat.cast_mul]⟩

/-- For `N = L M`, the sublattice of multiples of `L` has `M` sites. -/
theorem card_sublattice (h : N = L * M) :
    (Finset.univ.filter fun x : ZMod N => (L : ZMod N) ∣ x).card = M := by
  have hL : 0 < L := Nat.pos_of_ne_zero fun h' =>
    NeZero.ne N (by rw [h, h', zero_mul])
  have hM : 0 < M := Nat.pos_of_ne_zero fun h' =>
    NeZero.ne N (by rw [h, h', mul_zero])
  -- the sites are `0, L, 2L, ..., (M - 1)L`
  have e : (Finset.univ.filter fun x : ZMod N => (L : ZMod N) ∣ x) =
      (Finset.range M).image fun j => ((L * j : ℕ) : ZMod N) := by
    ext x
    simp only [Finset.mem_filter, Finset.mem_univ, true_and, Finset.mem_image,
      Finset.mem_range]
    constructor
    · rintro ⟨c, rfl⟩
      refine ⟨c.val % M, Nat.mod_lt _ hM, ?_⟩
      rw [← Nat.mul_mod_mul_left, ← h, ZMod.natCast_mod, Nat.cast_mul,
        ZMod.natCast_zmod_val]
    · rintro ⟨j, _, rfl⟩
      exact ⟨(j : ZMod N), Nat.cast_mul L j⟩
  rw [e, Finset.card_image_of_injOn, Finset.card_range]
  intro a ha b hb hab
  have lt : ∀ j, j < M → L * j < N := fun j hj => by
    rw [h]
    exact (Nat.mul_lt_mul_left hL).2 hj
  have hab' : ((L * a : ℕ) : ZMod N) = ((L * b : ℕ) : ZMod N) := hab
  rw [ZMod.natCast_eq_natCast_iff',
    Nat.mod_eq_of_lt (lt a (Finset.mem_range.1 (Finset.mem_coe.1 ha))),
    Nat.mod_eq_of_lt (lt b (Finset.mem_range.1 (Finset.mem_coe.1 hb)))] at hab'
  exact Nat.eq_of_mul_eq_mul_left hL hab'

/-- For `N = L M`, the comb of multiples of `L` has discrete Fourier transform `M` times the
comb of multiples of `M`. -/
theorem dft_comb (h : N = L * M) (k : ZMod N) :
    dft (comb N L) k = M * comb N M k := by
  by_cases hk : (M : ZMod N) ∣ k
  · -- all sublattice sites add in phase
    have e : ∀ x, phase k x * comb N L x = if (L : ZMod N) ∣ x then 1 else 0 := by
      intro x
      by_cases hx : (L : ZMod N) ∣ x
      · simp only [comb, if_pos hx, (mem_reciprocal_iff h k).1 hk x hx, mul_one]
      · simp only [comb, if_neg hx, mul_zero]
    rw [dft, Finset.sum_congr rfl (fun x _ => e x), Finset.sum_boole, card_sublattice h,
      comb, if_pos hk, mul_one]
  · -- a sublattice translation multiplies the sum by a phase other than one
    have hne : ¬ ∀ x : ZMod N, (L : ZMod N) ∣ x → phase k x = 1 :=
      fun H => hk ((mem_reciprocal_iff h k).2 H)
    push Not at hne
    obtain ⟨y, hy, hy1⟩ := hne
    have hs : phase k y * dft (comb N L) k = dft (comb N L) k := by
      rw [dft, Finset.mul_sum]
      refine Fintype.sum_equiv (Equiv.addRight y) _ _ fun x => ?_
      show _ = phase k (x + y) * comb N L (x + y)
      have e1 : comb N L (x + y) = comb N L x := by
        by_cases hx : (L : ZMod N) ∣ x
        · have hxy : (L : ZMod N) ∣ x + y := (dvd_add_left hy).2 hx
          rw [comb, comb, if_pos hxy, if_pos hx]
        · have hxy : ¬ (L : ZMod N) ∣ x + y := fun h' => hx ((dvd_add_left hy).1 h')
          rw [comb, comb, if_neg hxy, if_neg hx]
      have e2 : -(k * (x + y)) = -(k * y) + -(k * x) := by ring
      rw [e1, phase_eq k (x + y), e2, AddChar.map_add_eq_mul, ← phase_eq, ← phase_eq,
        mul_assoc]
    have h0 : (phase k y - 1) * dft (comb N L) k = 0 := by linear_combination hs
    rw [(mul_eq_zero.1 h0).resolve_left (sub_ne_zero.2 hy1), comb, if_neg hk, mul_zero]

/-- For `N = L M`, the comb of multiples of `L` occupies `M` sites, its transform occupies `L`
wave numbers, and the two support sizes multiply to `N`. -/
theorem card_supp_comb (h : N = L * M) :
    (supp (comb N L)).card = M ∧ (supp (dft (comb N L))).card = L ∧
      (supp (comb N L)).card * (supp (dft (comb N L))).card = N := by
  have hM : (M : ℂ) ≠ 0 := Nat.cast_ne_zero.2 fun h' =>
    NeZero.ne N (by rw [h, h', mul_zero])
  have h1 : (supp (comb N L)).card = M := by
    rw [← card_sublattice h]
    congr 1
    ext x
    simp [supp, comb]
  have h2 : (supp (dft (comb N L))).card = L := by
    refine Eq.trans ?_ (card_sublattice (h.trans (mul_comm L M)))
    congr 1
    ext x
    simp [supp, dft_comb h, comb, hM]
  exact ⟨h1, h2, by rw [h1, h2, h, mul_comm]⟩

/-- Poisson summation for `N = L M`: summing the transform of any signal over the multiples of
`M` gives `L` times the sum of the signal over the multiples of `L`. -/
theorem poisson_summation (h : N = L * M) (f : ZMod N → ℂ) :
    ∑ k with (M : ZMod N) ∣ k, dft f k = L * ∑ x with (L : ZMod N) ∣ x, f x := by
  have hc : ∀ (K : ℕ) (g : ZMod N → ℂ),
      ∑ x with (K : ZMod N) ∣ x, g x = ∑ x, comb N K x * g x := by
    intro K g
    simp only [comb, Finset.sum_filter, ite_mul, one_mul, zero_mul]
  rw [hc, hc]
  simp only [dft, Finset.mul_sum]
  rw [Finset.sum_comm]
  refine Finset.sum_congr rfl fun x _ => ?_
  -- the inner sum is the transform of the reciprocal comb
  rw [← mul_assoc, ← dft_comb (h.trans (mul_comm L M)) x, dft, Finset.sum_mul]
  refine Finset.sum_congr rfl fun k _ => ?_
  rw [phase_eq k x, phase_eq x k, mul_comm x k]
  ring

/-- Transforming a signal twice gives `N` times the signal reflected through the origin. -/
theorem dft_dft (f : ZMod N → ℂ) (j : ZMod N) : dft (dft f) j = N * f (-j) := by
  have e : ∀ x, ∑ k, phase j k * (phase k x * f x) = if x = -j then N * f x else 0 := by
    intro x
    have h1 : ∑ k, phase j k * (phase k x * f x) =
        (∑ k : ZMod N, ZMod.stdAddChar (k * -(j + x))) * f x := by
      rw [Finset.sum_mul]
      refine Finset.sum_congr rfl fun k _ => ?_
      have e2 : k * -(j + x) = -(j * k) + -(k * x) := by ring
      rw [e2, AddChar.map_add_eq_mul, ← phase_eq, ← phase_eq, mul_assoc]
    rw [h1, AddChar.sum_mulShift _ (ZMod.isPrimitive_stdAddChar N), ZMod.card]
    by_cases hx : x = -j
    · have h2 : -(j + x) = 0 := by rw [hx]; ring
      simp only [if_pos h2, if_pos hx]
    · have h2 : -(j + x) ≠ 0 := fun h' => hx (by linear_combination -h')
      simp only [if_neg h2, if_neg hx, Nat.cast_zero, zero_mul]
  simp only [dft, Finset.mul_sum]
  rw [Finset.sum_comm]
  simp only [e]
  simp

/-- If a signal is bounded in modulus by `B`, its transform is bounded by `B` times the number
of sites that the signal occupies. -/
theorem norm_dft_le (f : ZMod N → ℂ) (B : ℝ) (hB : ∀ x, ‖f x‖ ≤ B) (k : ZMod N) :
    ‖dft f k‖ ≤ (supp f).card * B := by
  have hp : ∀ x, ‖phase k x‖ = 1 := fun x => by
    rw [phase_eq]
    exact AddChar.norm_apply _ _
  calc ‖dft f k‖ = ‖∑ x ∈ supp f, phase k x * f x‖ := by
        rw [dft, Finset.sum_subset (Finset.subset_univ (supp f))]
        intro x _ hx
        have h0 : f x = 0 := by simpa [supp] using hx
        rw [h0, mul_zero]
    _ ≤ ∑ x ∈ supp f, B := norm_sum_le_of_le _ fun x _ => by
        rw [norm_mul, hp, one_mul]
        exact hB x
    _ = (supp f).card * B := by rw [Finset.sum_const, nsmul_eq_mul]

/-- Support uncertainty principle: for a nonzero signal on `N` sites, the support sizes of the
signal and of its transform have product at least `N`. -/
theorem support_uncertainty (f : ZMod N → ℂ) (hf : f ≠ 0) :
    N ≤ (supp f).card * (supp (dft f)).card := by
  obtain ⟨y, hy⟩ := Finite.exists_max fun x => ‖f x‖
  have hpos : 0 < ‖f y‖ := by
    obtain ⟨x, hx⟩ := Function.ne_iff.1 hf
    exact lt_of_lt_of_le (norm_pos_iff.2 hx) (hy x)
  -- bound both transforms, the second at `-y`, the reflection of the peak `y`
  have h2 := norm_dft_le (dft f) _ (norm_dft_le f _ hy) (-y)
  rw [dft_dft, neg_neg, norm_mul, Complex.norm_natCast] at h2
  have h3 : (N : ℝ) ≤ (supp f).card * (supp (dft f)).card :=
    le_of_mul_le_mul_right (by linarith) hpos
  exact_mod_cast h3

end

end DiracComb
```

```lean
#print axioms DiracComb.card_supp_comb
#print axioms DiracComb.poisson_summation
#print axioms DiracComb.support_uncertainty
```

```
'DiracComb.card_supp_comb' depends on axioms: [propext, Classical.choice, Quot.sound]
'DiracComb.poisson_summation' depends on axioms: [propext, Classical.choice, Quot.sound]
'DiracComb.support_uncertainty' depends on axioms: [propext, Classical.choice, Quot.sound]
```

## Sites, wave numbers and normalisation

Write $\phi_k(x)=e^{-2\pi i kx/N}$ for `phase k x`, where $x$ is a site and $k$ a wave number. The transform `dft f` is

$$\hat f(k)=\sum_x \phi_k(x)\,f(x),$$

with no prefactor. Write $c_L$ for `comb N L`. Under the hypothesis `h : N = L * M`, the theorem `dft_comb` states that

$$\hat c_L(k)=M\,c_M(k)\quad\text{for every }k.$$

With lattice spacing $a$, the label $k$ stands for the physical wave number $2\pi k/(Na)$. The label $M$ is then $2\pi/(La)$, the primitive reciprocal vector of a superlattice with period $La$. The multiples of $M$ are therefore the reciprocal lattice of the multiples of $L$, folded into $N$ labels.

For a single particle on this finite ring, the normalised state $c_L/\sqrt M$ has the unitary transform $c_M/\sqrt L$. Its position is spread evenly over $M$ sites and its crystal momentum evenly over $L$ values. `card_supp_comb` gives these two counts and their product $N$, and `support_uncertainty` shows that no nonzero signal has a smaller product.

The setting is one-dimensional and finite. The comb is an array of ones and zeros, and `poisson_summation` is an identity between finite sums; the versions with delta functions on the real line are not treated here.

## Why the comb transforms to a comb

The phase depends on $k$ and $x$ only modulo $N$, and $\phi_k(x+y)=\phi_k(x)\phi_k(y)$. In Lean both facts come from `phase_eq`, which identifies the phase with Mathlib's additive character `ZMod.stdAddChar` at $-kx$.

**The reciprocal condition.** If $k=Mc$ and $x=Ld$, then $kx=Ncd$ and $\phi_k(x)=1$. Conversely, suppose that $\phi_k$ equals one on all multiples of $L$. At $x=L$ this says that $N=LM$ divides $kL$, so $M$ divides $k$. This is `mem_reciprocal_iff`; its converse half uses the injectivity of the character and then cancels $L$ in the natural numbers.

**The number of terms.** The multiples of $L$ are $0,L,\dots,(M-1)L$. They are distinct because all of them are below $N$, so there are $M$. `card_sublattice` proves this by writing the set as the image of `Finset.range M`.

**The sum.** If $M$ divides $k$, every term of $\hat c_L(k)$ on the sublattice is one, and the sum is $M$. If not, some multiple $y$ of $L$ has $\phi_k(y)\neq1$. Translation by $y$ permutes the sublattice, so

$$\phi_k(y)\,\hat c_L(k)=\sum_x\phi_k(x+y)\,c_L(x+y)=\hat c_L(k).$$

Hence $(\phi_k(y)-1)\,\hat c_L(k)=0$, and $\hat c_L(k)=0$. In `dft_comb` the translation is `Equiv.addRight y`, passed to `Fintype.sum_equiv`.

The support sizes follow. The comb $c_L$ occupies $M$ sites; its transform is a nonzero multiple of $c_M$, which occupies $L$ wave numbers by the same count with $L$ and $M$ exchanged.

## Poisson summation for any signal

Exchange the two sums and use $\phi_k(x)=\phi_x(k)$:

$$\sum_{M\mid k}\hat f(k)=\sum_x f(x)\sum_{M\mid k}\phi_x(k)=\sum_x f(x)\,\hat c_M(x)=L\sum_{L\mid x}f(x).$$

The last step is the comb theorem with $L$ and $M$ exchanged. The Lean proof first turns both restricted sums into full sums weighted by combs, then applies `Finset.sum_comm`.

## Why no nonzero signal has a smaller support product

Transforming twice gives

$$\hat{\hat f}(j)=\sum_x f(x)\sum_k e^{-2\pi i k(j+x)/N}=N f(-j).$$

The inner sum is $N$ when $x=-j$. Otherwise it is a geometric sum whose ratio differs from one but has $N$-th power one, so it vanishes. `dft_dft` takes this orthogonality from `AddChar.sum_mulShift`.

If $|f(x)|\le B$ everywhere, the triangle inequality over the occupied sites gives $|\hat f(k)|\le|\operatorname{supp}f|\,B$, where $|\operatorname{supp}f|$ is the number of sites with $f(x)\ne0$. This is `norm_dft_le`. For nonzero $f$, let $y$ be a site where $|f|$ is largest. Applying the bound to $f$ and then to $\hat f$, with the second transform evaluated at $-y$, gives

$$N|f(y)|=|\hat{\hat f}(-y)|\le|\operatorname{supp}\hat f|\,|\operatorname{supp}f|\,|f(y)|.$$

Dividing by $|f(y)|>0$ gives the bound, which the comb attains. The zero signal has to be excluded, since its support product is $0$.

## Extreme spacings and a mismatched pair

For $L=1$ the comb is constant and its transform is $N$ at $k=0$ and zero elsewhere. For $L=N$ the comb is a single occupied site and its transform is one everywhere. When $N=1$ the two cases coincide, and both supports have one element.

The relation between $L$, $M$ and $N$ matters even when both spacings divide $N$. Take $N=4$, $L=2$ and $M=4$. The comb $(1,0,1,0)$ has transform $(2,0,2,0)$, whereas $M\,c_M$ would be $(4,0,0,0)$. It is thus not enough for the formula that $L$ and $M$ each divide $N$.
